# Double excitations with positive energies and \(R^{-3}\) couplings give \(R^6E(R)\to-\sum_k c_k^2/D_k\)

Let \(D>0\) and let \(c\) be real. If \(E(R)\) is the lowest eigenvalue of

\[
\begin{pmatrix}0 & c/R^3\\ c/R^3 & D\end{pmatrix},
\qquad R>0,
\]

then \(R^6E(R)\to -c^2/D\) as \(R\to\infty\). The same argument treats \(N\) double excitations with energies \(D_k>0\), each coupled by \(c_k/R^3\) to a reference configuration of energy zero and not coupled to one another, for which the limit is \(-\sum_k c_k^2/D_k\). The two-configuration matrix is the case \(N=1\).

In electronic structure terms, this shows how double excitations, in which each of two fragments at distance \(R\) is excited once, produce an attractive energy that falls off as \(R^{-6}\) at large \(R\), provided that at least one \(c_k\) is nonzero. The model contains finitely many such configurations and neglects retardation.

In Lean 4 with Mathlib:

```lean
import Mathlib

open Filter Topology Matrix

namespace DispersionFromDoubleExcitations

noncomputable section
```

## Energy levels and the ground energy

A real number \(E\) is an energy level of a matrix \(H\) if \(Hv=Ev\) for some \(v\neq0\). The vector need not be normalised. Real vectors suffice because the Hamiltonian below is real and symmetric.

```lean
/-- A number `E` is an energy level of `H` if `H` has a nonzero eigenvector with eigenvalue `E`. -/
def IsEnergyLevel {n : ℕ} (H : Matrix (Fin n) (Fin n) ℝ) (E : ℝ) : Prop :=
  ∃ v : Fin n → ℝ, v ≠ 0 ∧ H *ᵥ v = E • v
```

The ground energy is the smallest energy level. `IsLeast` requires that \(E\) is itself a level and that no level lies below it.

```lean
/-- The ground energy of `H` is its lowest energy level. -/
def IsGroundEnergy {n : ℕ} (H : Matrix (Fin n) (Fin n) ℝ) (E : ℝ) : Prop :=
  IsLeast {e | IsEnergyLevel H e} E
```

The ground energy could also have been modelled as the minimum of \(v^{\mathsf T}Hv/v^{\mathsf T}v\) over nonzero \(v\). For a real symmetric matrix this is the same number. The bound \(E\le0\) would then follow at once from the reference configuration as trial vector, but a further step would be needed to show that a minimiser satisfies the eigenvalue equation, which the derivation below uses throughout.

## Two fragments coupled through their dipoles

The reference configuration has both fragments in their ground states, and its energy is set to zero at every distance. In double excitation \(k\), each fragment is excited once, and \(D_k\) is the total excitation energy. In atomic units, the constant \(c_k\) stands for the product of the magnitudes of the two transition dipoles with a factor for their fixed orientations relative to each other and to the line joining the fragments, so that \(c_k/R^3\) is the dipole–dipole coupling. This \(R^{-3}\) form is an assumption of the model and is not derived from the Coulomb interaction. The \(D_k\) and \(c_k\) do not depend on \(R\), and overlap, exchange and retardation are absent. Configurations in which only one fragment is excited are left out as well.

With \(k=0,\dots,N-1\), the only matrix elements that can be nonzero are

\[
H_{0,k+1}=H_{k+1,0}=\frac{c_k}{R^3},\qquad H_{k+1,k+1}=D_k .
\]

In the code, `Fin (N + 1)` labels the configurations: index `0` is the reference, and `k.succ` is double excitation \(k\). The entry `Pi.single k (D k)` places \(D_k\) on the diagonal and zeros elsewhere in the block of double excitations.

```lean
/-- Hamiltonian of two fragments at distance `R`: a reference configuration at energy zero is
coupled by `c k / R ^ 3` to double excitations with energies `D k`. -/
def pairHamiltonian {N : ℕ} (D c : Fin N → ℝ) (R : ℝ) :
    Matrix (Fin (N + 1)) (Fin (N + 1)) ℝ :=
  Matrix.of (vecCons (vecCons 0 (fun k => c k / R ^ 3))
    (fun k => vecCons (c k / R ^ 3) (Pi.single k (D k))))
```

The dispersion coefficient is taken with a positive sign convention,

\[
C_6=\sum_k\frac{c_k^2}{D_k},
\]

so that attraction corresponds to an energy \(-C_6/R^6\).

```lean
/-- The dispersion coefficient: the sum of `c k ^ 2 / D k` over the double excitations, where `c k`
is the dipole coupling multiplied by `R ^ 3`. -/
def c6 {N : ℕ} (D c : Fin N → ℝ) : ℝ := ∑ k, c k ^ 2 / D k
```

## The amplitudes satisfy \(N+1\) scalar equations

Let \(v_0\) be the amplitude of the reference and \(v_{k+1}\) that of double excitation \(k\). Row by row, \(Hv=Ev\) reads

\[
\sum_k \frac{c_k}{R^3}v_{k+1}=Ev_0,
\qquad
\frac{c_k}{R^3}v_0+D_kv_{k+1}=Ev_{k+1}\quad\text{for every }k .
\]

The proof computes the two kinds of row separately, then splits equality of vectors into the component at `0` and the components at `k.succ`.

```lean
/-- The eigenvalue equation written out for the amplitudes of the reference configuration and of
each double excitation. -/
theorem eigen_iff {N : ℕ} (D c : Fin N → ℝ) (R E : ℝ) (v : Fin (N + 1) → ℝ) :
    pairHamiltonian D c R *ᵥ v = E • v ↔
      (∑ k, c k / R ^ 3 * v k.succ = E * v 0) ∧
        ∀ k, c k / R ^ 3 * v 0 + D k * v k.succ = E * v k.succ := by
  have h0 : (pairHamiltonian D c R *ᵥ v) 0 = ∑ k, c k / R ^ 3 * v k.succ := by
    simp [pairHamiltonian, Matrix.mulVec, dotProduct, Fin.sum_univ_succ]
  have hk : ∀ k : Fin N, (pairHamiltonian D c R *ᵥ v) k.succ
      = c k / R ^ 3 * v 0 + D k * v k.succ := by
    intro k
    simp [pairHamiltonian, Matrix.mulVec, dotProduct, Fin.sum_univ_succ, Pi.single_apply]
  rw [funext_iff, Fin.forall_fin_succ]
  simp only [h0, hk, Pi.smul_apply, smul_eq_mul]
```

## Eliminating the doubly excited amplitudes

From here on, every \(D_k\) is assumed positive. Suppose \(E\le0\). Then \(D_k-E>0\), and the second set of equations can be solved:

\[
v_{k+1}=-\frac{c_k}{R^3}\,\frac{v_0}{D_k-E}.
\]

If \(v_0\) were zero, every amplitude would vanish, so \(v_0\neq0\). Substitution into the first equation gives

\[
-\frac{v_0}{R^6}\sum_k\frac{c_k^2}{D_k-E}=Ev_0 ,
\]

and dividing by \(v_0\) and multiplying by \(R^6\) yields the secular equation

\[
R^6E=-\sum_k\frac{c_k^2}{D_k-E}.
\]

This has the form of the second-order energy, with the exact \(E\) in the denominators.

Conversely, if \(E\le0\) solves the secular equation, the vector with \(v_0=1\) and \(v_{k+1}=-(c_k/R^3)/(D_k-E)\) is an eigenvector. Its normalised form is obtained by dividing all amplitudes by

\[
\sqrt{1+\frac{1}{R^6}\sum_k\frac{c_k^2}{(D_k-E)^2}} .
\]

In the code, `hs` is the solved amplitude, `hv0` the argument that \(v_0\neq0\), and `hsum` the substitution into the sum. The second half of the proof supplies the unnormalised vector and checks both sets of equations.

```lean
/-- Secular equation: a nonpositive `E` is an energy level exactly when it solves the
second-order energy formula with `E` itself in the denominators. -/
theorem secular_equation {N : ℕ} {D c : Fin N → ℝ} (hD : ∀ k, 0 < D k) {R E : ℝ}
    (hR : 0 < R) (hE : E ≤ 0) :
    IsEnergyLevel (pairHamiltonian D c R) E ↔
      R ^ 6 * E = -∑ k, c k ^ 2 / (D k - E) := by
  have hd : ∀ k, D k - E ≠ 0 := by
    intro k
    have h : 0 < D k - E := by linarith [hD k]
    exact h.ne'
  have hR6 : R ^ 6 ≠ 0 := (pow_pos hR 6).ne'
  constructor
  · rintro ⟨v, hv, h⟩
    obtain ⟨h0, hk⟩ := (eigen_iff D c R E v).1 h
    -- eliminate the doubly excited amplitudes
    have hs : ∀ k, v k.succ = -(c k / R ^ 3 * v 0) / (D k - E) := by
      intro k
      rw [eq_div_iff (hd k)]
      linear_combination hk k
    have hv0 : v 0 ≠ 0 := by
      intro hz
      apply hv
      funext i
      induction i using Fin.cases with
      | zero => simp [hz]
      | succ k => simp [hs k, hz]
    have hsum : ∑ k, c k / R ^ 3 * v k.succ
        = -(v 0 / R ^ 6) * ∑ k, c k ^ 2 / (D k - E) := by
      rw [Finset.mul_sum]
      refine Finset.sum_congr rfl fun k _ => ?_
      rw [hs k]
      ring
    rw [hsum] at h0
    have hcancel : R ^ 6 * (v 0 / R ^ 6) = v 0 := mul_div_cancel₀ _ hR6
    apply mul_left_cancel₀ hv0
    generalize (∑ k, c k ^ 2 / (D k - E)) = S at h0 ⊢
    generalize v 0 / R ^ 6 = q at h0 hcancel
    linear_combination (-R ^ 6) * h0 - S * hcancel
  · intro h
    -- the first-order wave function with the exact energy in its denominators
    refine ⟨vecCons 1 (fun k => -(c k / R ^ 3) / (D k - E)), ?_, ?_⟩
    · intro hz
      have h1 := congrFun hz 0
      simp at h1
    · rw [eigen_iff]
      simp only [Matrix.cons_val_succ, Matrix.cons_val_zero, mul_one]
      constructor
      · have hsum : ∑ k, c k / R ^ 3 * (-(c k / R ^ 3) / (D k - E))
            = -(1 / R ^ 6) * ∑ k, c k ^ 2 / (D k - E) := by
          rw [Finset.mul_sum]
          refine Finset.sum_congr rfl fun k _ => ?_
          ring
        rw [hsum]
        have hcancel : R ^ 6 * (1 / R ^ 6) = 1 := mul_div_cancel₀ _ hR6
        generalize (∑ k, c k ^ 2 / (D k - E)) = S at h ⊢
        generalize 1 / R ^ 6 = q at hcancel ⊢
        linear_combination (-q) * h + E * hcancel
      · intro k
        have hx : -(c k / R ^ 3) / (D k - E) * (D k - E) = -(c k / R ^ 3) :=
          div_mul_cancel₀ _ (hd k)
        linear_combination hx
```

## A lowest level exists and is nonpositive

Write \(S(x)=\sum_k c_k^2/(D_k-x)\). For \(x\le y\le0\) we have \(D_k-x\ge D_k-y>0\), so each term at \(x\) is at most the corresponding term at \(y\), and hence \(S(x)\le S(y)\).

```lean
/-- The sum in the secular equation does not decrease when the trial energy is raised, for
nonpositive energies. -/
theorem secular_sum_mono {N : ℕ} {D : Fin N → ℝ} (c : Fin N → ℝ) (hD : ∀ k, 0 < D k)
    {x y : ℝ} (hxy : x ≤ y) (hy : y ≤ 0) :
    ∑ k, c k ^ 2 / (D k - x) ≤ ∑ k, c k ^ 2 / (D k - y) :=
  Finset.sum_le_sum fun k _ =>
    div_le_div_of_nonneg_left (sq_nonneg _) (by linarith [hD k]) (by linarith)
```

Now consider \(f(x)=R^6x+S(x)\) on the interval from \(a=-C_6/R^6\) to \(0\). It is continuous there, because no denominator vanishes. Since \(S(0)=C_6\), monotonicity gives

\[
f(a)=-C_6+S(a)\le0,\qquad f(0)=C_6\ge0 .
\]

The intermediate value theorem provides a root \(x\in[a,0]\), which is an energy level by the secular equation.

No level lies below it. If \(e<x\) were a level, then

\[
R^6e=-S(e)\ge-S(x)=R^6x ,
\]

which contradicts \(e<x\). The root is therefore the ground energy. The code follows the same order: `hlow` and `hhigh` are the two signs of \(f\), and the final lines exclude a lower level.

```lean
/-- At every distance the Hamiltonian has a ground energy, and it is nonpositive. -/
theorem exists_groundEnergy {N : ℕ} {D : Fin N → ℝ} (c : Fin N → ℝ) (hD : ∀ k, 0 < D k)
    {R : ℝ} (hR : 0 < R) :
    ∃ E ≤ 0, IsGroundEnergy (pairHamiltonian D c R) E := by
  have hR6 : 0 < R ^ 6 := pow_pos hR 6
  have hC : 0 ≤ c6 D c := Finset.sum_nonneg fun k _ => div_nonneg (sq_nonneg _) (hD k).le
  have ha : -c6 D c / R ^ 6 ≤ 0 := div_nonpos_of_nonpos_of_nonneg (by linarith) hR6.le
  have hcont : ContinuousOn (fun x : ℝ => R ^ 6 * x + ∑ k, c k ^ 2 / (D k - x))
      (Set.Icc (-c6 D c / R ^ 6) 0) := by
    refine (continuousOn_const.mul continuousOn_id).add
      (continuousOn_finsetSum _ fun k _ => ContinuousOn.div continuousOn_const
        (continuousOn_const.sub continuousOn_id) fun x hx => ?_)
    have h1 : 0 < D k - x := by linarith [hD k, hx.2]
    exact h1.ne'
  -- the secular function is nonpositive at `-C₆ / R ^ 6` and nonnegative at zero
  have hlow : R ^ 6 * (-c6 D c / R ^ 6) + ∑ k, c k ^ 2 / (D k - -c6 D c / R ^ 6) ≤ 0 := by
    have h1 := secular_sum_mono c hD ha le_rfl
    have h2 : R ^ 6 * (-c6 D c / R ^ 6) = -c6 D c := mul_div_cancel₀ _ hR6.ne'
    have h3 : ∑ k, c k ^ 2 / (D k - 0) = c6 D c := by simp [c6]
    linarith
  have hhigh : 0 ≤ R ^ 6 * 0 + ∑ k, c k ^ 2 / (D k - 0) := by
    have h3 : ∑ k, c k ^ 2 / (D k - 0) = c6 D c := by simp [c6]
    rw [h3]
    linarith
  obtain ⟨x, hx, hfx⟩ := intermediate_value_Icc ha hcont ⟨hlow, hhigh⟩
  have hroot : R ^ 6 * x + ∑ k, c k ^ 2 / (D k - x) = 0 := hfx
  refine ⟨x, hx.2, (secular_equation hD hR hx.2).2 (by linarith), ?_⟩
  -- monotonicity excludes any lower level
  intro e he
  by_contra hlt
  have hlt' : e < x := not_le.1 hlt
  have h1 := (secular_equation hD hR (hlt'.le.trans hx.2)).1 he
  have h2 := secular_sum_mono c hD hlt'.le hx.2
  have h3 := mul_lt_mul_of_pos_left hlt' hR6
  linarith
```

## Bounds at finite distance

Let \(E\) be the ground energy at a distance \(R>0\). It cannot exceed the nonpositive level just found, so \(E\le0\) and the secular equation applies. Monotonicity then gives

\[
R^6E=-S(E)\ge-S(0)=-C_6 .
\]

Thus \(-C_6/R^6\le E\le0\): in this model the asymptotic expression never underestimates the strength of the attraction.

```lean
/-- At every finite distance the ground energy lies between `-C₆ / R ^ 6` and zero. -/
theorem groundEnergy_bounds {N : ℕ} {D c : Fin N → ℝ} (hD : ∀ k, 0 < D k) {R E : ℝ}
    (hR : 0 < R) (hE : IsGroundEnergy (pairHamiltonian D c R) E) :
    -c6 D c ≤ R ^ 6 * E ∧ E ≤ 0 := by
  obtain ⟨x, hx0, hx⟩ := exists_groundEnergy c hD hR
  have hE0 : E ≤ 0 := (hE.2 hx.1).trans hx0
  have h1 := (secular_equation hD hR hE0).1 hE.1
  have h2 := secular_sum_mono c hD hE0 le_rfl
  have h3 : ∑ k, c k ^ 2 / (D k - 0) = c6 D c := by simp [c6]
  exact ⟨by linarith, hE0⟩
```

If some \(c_j\neq0\), the corresponding term of \(S(E)\) is positive and the others are nonnegative. Then \(R^6E=-S(E)<0\), so the ground energy is strictly negative. The proof assumes \(E\ge0\) and reaches a contradiction with the secular equation.

```lean
/-- If at least one double excitation is dipole-coupled, the ground energy is strictly negative
at every finite distance. -/
theorem groundEnergy_neg {N : ℕ} {D c : Fin N → ℝ} (hD : ∀ k, 0 < D k) {R E : ℝ}
    (hR : 0 < R) (hE : IsGroundEnergy (pairHamiltonian D c R) E) {j : Fin N} (hj : c j ≠ 0) :
    E < 0 := by
  have hE0 := (groundEnergy_bounds hD hR hE).2
  have h1 := (secular_equation hD hR hE0).1 hE.1
  have hd : ∀ k, 0 < D k - E := fun k => by linarith [hD k]
  have h2 : 0 < ∑ k, c k ^ 2 / (D k - E) :=
    Finset.sum_pos' (fun k _ => div_nonneg (sq_nonneg _) (hd k).le)
      ⟨j, Finset.mem_univ j, div_pos (by positivity) (hd j)⟩
  by_contra hneg
  have h3 := mul_nonneg (pow_pos hR 6).le (not_lt.1 hneg)
  linarith
```

## The limit of large separation

As \(R\to\infty\), the lower bound \(-C_6/R^6\) tends to zero, and squeezing gives \(E(R)\to0\). Each denominator \(D_k-E(R)\) therefore tends to \(D_k>0\). Because the sum is finite, its terms can be treated one at a time:

\[
R^6E(R)=-\sum_k\frac{c_k^2}{D_k-E(R)}
\longrightarrow-\sum_k\frac{c_k^2}{D_k}=-C_6 .
\]

The theorem takes a function `E` whose value at each \(R>0\) is the ground energy; the existence result above supplies such a value at every positive distance. What `E` does for \(R\le0\) is irrelevant. `Tendsto … atTop (𝓝 (-c6 D c))` expresses convergence to \(-C_6\) as \(R\) grows without bound. In the proof, `h0` is the squeeze, `hk` the limit of one term and `hT` the limit of the sum; `congr'` then replaces the sum by \(R^6E(R)\) for positive \(R\).

```lean
/-- Dispersion law: for double excitations with positive energies `D k` and dipole couplings `c k /
R ^ 3`, `R ^ 6` times the ground energy tends to minus the sum of `c k ^ 2 / D k` as the fragments
separate. -/
theorem dispersion_limit {N : ℕ} {D c : Fin N → ℝ} (hD : ∀ k, 0 < D k) {E : ℝ → ℝ}
    (hE : ∀ R, 0 < R → IsGroundEnergy (pairHamiltonian D c R) (E R)) :
    Tendsto (fun R => R ^ 6 * E R) atTop (𝓝 (-c6 D c)) := by
  -- the finite-distance bounds force the energy itself to vanish
  have hlow : Tendsto (fun R : ℝ => -c6 D c / R ^ 6) atTop (𝓝 0) :=
    (tendsto_pow_atTop (by norm_num : (6 : ℕ) ≠ 0)).const_div_atTop _
  have h0 : Tendsto E atTop (𝓝 0) := by
    refine tendsto_of_tendsto_of_tendsto_of_le_of_le' hlow tendsto_const_nhds ?_ ?_
    · filter_upwards [eventually_gt_atTop 0] with R hR
      rw [div_le_iff₀ (pow_pos hR 6)]
      linarith [(groundEnergy_bounds hD hR (hE R hR)).1]
    · filter_upwards [eventually_gt_atTop 0] with R hR
      exact (groundEnergy_bounds hD hR (hE R hR)).2
  have hk : ∀ k, Tendsto (fun R => c k ^ 2 / (D k - E R)) atTop (𝓝 (c k ^ 2 / D k)) := by
    intro k
    have h := h0.const_sub (D k)
    rw [sub_zero] at h
    exact tendsto_const_nhds.div h (hD k).ne'
  have hT : Tendsto (fun R => -∑ k, c k ^ 2 / (D k - E R)) atTop (𝓝 (-c6 D c)) :=
    (tendsto_finsetSum _ fun k _ => hk k).neg
  -- pass to the limit in the secular equation
  refine hT.congr' ?_
  filter_upwards [eventually_gt_atTop 0] with R hR
  exact ((secular_equation hD hR (groundEnergy_bounds hD hR (hE R hR)).2).1 (hE R hR).1).symm
```

## One double excitation, and none

For \(N=1\), the general Hamiltonian is the \(2\times2\) matrix at the start, and \(C_6=c^2/D\). The last theorem compares the two matrices entry by entry and specialises the general limit. The expression `-c ^ 2 / D` means \(-(c^2)/D\).

Here the quadratic eigenvalue equation also gives a closed form,

\[
R^6E(R)=-\frac{2c^2}{D+\sqrt{D^2+4c^2/R^6}},
\]

from which the limit \(-c^2/D\) can be read off directly.

The general theorems also admit \(N=0\). The Hamiltonian is then the single number zero, \(C_6\) is an empty sum, and the ground energy vanishes at every distance: without double excitations, this model has no dispersion energy.

```lean
/-- For a single double excitation of energy `D` and dipole coupling `c / R ^ 3`, `R ^ 6` times
the lowest eigenvalue tends to `-c ^ 2 / D`. -/
theorem dispersion_limit_two_level {D c : ℝ} (hD : 0 < D) {E : ℝ → ℝ}
    (hE : ∀ R, 0 < R → IsGroundEnergy !![0, c / R ^ 3; c / R ^ 3, D] (E R)) :
    Tendsto (fun R => R ^ 6 * E R) atTop (𝓝 (-c ^ 2 / D)) := by
  have hM : ∀ R : ℝ, !![0, c / R ^ 3; c / R ^ 3, D]
      = pairHamiltonian (fun _ : Fin 1 => D) (fun _ => c) R := by
    intro R
    ext i j
    fin_cases i <;> fin_cases j <;> rfl
  have h := dispersion_limit (D := fun _ : Fin 1 => D) (c := fun _ => c) (fun _ => hD)
    (E := E) (fun R hR => by rw [← hM R]; exact hE R hR)
  have hc : -c6 (fun _ : Fin 1 => D) (fun _ => c) = -c ^ 2 / D := by
    simp [c6, neg_div]
  rwa [hc] at h

end

end DispersionFromDoubleExcitations
```

```lean
#print axioms DispersionFromDoubleExcitations.groundEnergy_neg
#print axioms DispersionFromDoubleExcitations.dispersion_limit
#print axioms DispersionFromDoubleExcitations.dispersion_limit_two_level
```

```
'DispersionFromDoubleExcitations.groundEnergy_neg' depends on axioms: [propext, Classical.choice, Quot.sound]
'DispersionFromDoubleExcitations.dispersion_limit' depends on axioms: [propext, Classical.choice, Quot.sound]
'DispersionFromDoubleExcitations.dispersion_limit_two_level' depends on axioms: [propext, Classical.choice, Quot.sound]
```
